# The Coulomb integral of a spherical Gaussian and a point charge is $(2\pi/p)\,F_0(p|P-C|^2)$

Integrate a Gaussian charge cloud against $1/|r-C|$ on a uniform three-dimensional grid, and the singularity at the nucleus $C$ slows the convergence. Replace the kernel by an integral of Gaussians over an auxiliary variable $t$, and the spatial integral can be done exactly, but an infinite range in $t$ remains. Its integrand falls off only as $t^{-3}$, so truncation at $t_{\max}$ leaves an error of order $t_{\max}^{-2}$. The substitution $u=t/\sqrt{p+t^2}$ removes this tail. For $p>0$ and real $R$,

$$\int_0^\infty \frac{e^{-pR^2t^2/(p+t^2)}}{(p+t^2)^{3/2}}\,dt=\frac{F_0(pR^2)}{p},\qquad F_m(T)=\int_0^1u^{2m}e^{-Tu^2}\,du .$$

Here $p$ is the exponent of the cloud $e^{-p|r-P|^2}$ centred at $P$, and $R=|P-C|$ in the application. For s-type Gaussians and point nuclei, the resulting formula supplies the one-electron attraction integrals of electronic structure theory.

## Space, distance and the Boys function in Lean

```lean
import Mathlib

open MeasureTheory Set Filter
open scoped Real Topology

namespace BoysNuclearAttraction

noncomputable section
```

The Boys function $F_m(T)$ is `boys m T`, an integral over a finite interval, defined for every real $T$.

```lean
/-- The Boys function `F_m(T)`, the integral of `u^(2m) exp(-T u²)` over `[0,1]`. -/
def boys (m : ℕ) (T : ℝ) : ℝ := ∫ u in (0 : ℝ)..1, u ^ (2 * m) * Real.exp (-T * u ^ 2)
```

The new variable is `rysVar p t`.

```lean
/-- The variable `u = t / √(p + t²)`, for a Gaussian exponent `p`. -/
def rysVar (p t : ℝ) : ℝ := t / √(p + t ^ 2)
```

A position is a function `Fin 3 → ℝ`, and space carries Lebesgue measure. The built-in norm on this type is the maximum norm, so the Euclidean squared distance is written out as a coordinate sum.

```lean
/-- The squared distance between two points of space. -/
def distSq (r s : Fin 3 → ℝ) : ℝ := ∑ i, (r i - s i) ^ 2
```

The last definition is the integrand in $r$ and $t$ that appears once the Coulomb kernel has been replaced by Gaussians.

```lean
/-- The product of a Gaussian charge cloud of exponent `p` at `P` and a Gaussian of
exponent `t²` at the nucleus `C`. -/
def gaussPair (p : ℝ) (P C r : Fin 3 → ℝ) (t : ℝ) : ℝ :=
  Real.exp (-p * distSq r P) * Real.exp (-t ^ 2 * distSq r C)
```

The cloud is not normalised. A cloud of unit total charge carries the factor $(p/\pi)^{3/2}$, which turns the final result into $2\sqrt{p/\pi}\,F_0(p|P-C|^2)$.

## A positive exponent: the cloud is localised

Physically, $p>0$ says that the charge density decays away from $P$. By hand, it keeps $s=\sqrt{p+t^2}$ positive, so that

$$\frac{du}{dt}=\frac{s-t\cdot t/s}{s^2}=\frac{s^2-t^2}{s^3}=\frac{p}{(p+t^2)^{3/2}} .$$

The weight in the integral is therefore $du/p$. At $p=0$ the cloud becomes a uniform density, $u$ equals 1 for every $t>0$, and the integral diverges at $t=0$ as $\int t^{-3}dt$. For $p<0$ the density grows without bound and $p+t^2$ vanishes at a real $t$.

The first lemma rewrites the power $-3/2$ as an inverse cube of a square root.

```lean
/-- The power `-3/2` of a positive number is the inverse cube of its square root. -/
lemma rpow_neg_three_halves {q : ℝ} (hq : 0 < q) : q ^ (-3 / 2 : ℝ) = (√q ^ 3)⁻¹ := by
  rw [Real.sqrt_eq_rpow, ← Real.rpow_natCast, ← Real.rpow_mul hq.le, ← Real.rpow_neg hq.le]
  norm_num
```

The derivative then follows from the quotient rule. The proof names the square root `s`, replaces $p$ by $s^2-t^2$ and clears denominators, as above.

```lean
/-- The derivative of `u = t / √(p + t²)` with respect to `t` is `p (p + t²)^(-3/2)`. -/
theorem hasDerivAt_rysVar {p : ℝ} (hp : 0 < p) (t : ℝ) :
    HasDerivAt (rysVar p) (p * (p + t ^ 2) ^ (-3 / 2 : ℝ)) t := by
  have hq : 0 < p + t ^ 2 := by positivity
  have hs : √(p + t ^ 2) ≠ 0 := (Real.sqrt_pos.2 hq).ne'
  have hss : √(p + t ^ 2) ^ 2 = p + t ^ 2 := Real.sq_sqrt hq.le
  have h1 : HasDerivAt (fun x : ℝ => p + x ^ 2) (2 * t) t := by
    simpa using (hasDerivAt_pow 2 t).const_add p
  have h2 : HasDerivAt (fun x : ℝ => x / √(p + x ^ 2))
      ((1 * √(p + t ^ 2) - t * (2 * t / (2 * √(p + t ^ 2)))) / √(p + t ^ 2) ^ 2) t :=
    (hasDerivAt_id' t).fun_div (h1.sqrt hq.ne') hs
  refine h2.congr_deriv ?_
  rw [rpow_neg_three_halves hq]
  generalize √(p + t ^ 2) = s at hs hss ⊢
  have hp' : p = s ^ 2 - t ^ 2 := by linarith
  rw [hp']
  field_simp
  try ring
```

The upper limit comes from $u=\sqrt{1-p/(p+t^2)}$ for $t\ge0$, which tends to 1.

```lean
/-- As `t` grows without bound, `u = t / √(p + t²)` tends to `1`. -/
theorem tendsto_rysVar {p : ℝ} (hp : 0 < p) : Tendsto (rysVar p) atTop (𝓝 1) := by
  have h1 : Tendsto (fun t : ℝ => p / (p + t ^ 2)) atTop (𝓝 0) :=
    tendsto_const_nhds.div_atTop
      (tendsto_atTop_add_const_left _ _ (tendsto_pow_atTop two_ne_zero))
  have h2 : Tendsto (fun t : ℝ => √(1 - p / (p + t ^ 2))) atTop (𝓝 1) := by
    simpa using (h1.const_sub 1).sqrt
  refine h2.congr' ?_
  filter_upwards [eventually_ge_atTop (0 : ℝ)] with t ht
  have hq : p + t ^ 2 ≠ 0 := by positivity
  have h3 : 1 - p / (p + t ^ 2) = t ^ 2 / (p + t ^ 2) := by
    rw [eq_div_iff hq, sub_mul, div_mul_cancel₀ _ hq]
    ring
  rw [h3, Real.sqrt_div (sq_nonneg t), Real.sqrt_sq ht, rysVar]
```

## A continuous, nonnegative integrand

The substitution is proved for a general function $f$ of $u$:

$$\int_0^\infty\frac{f(u(t))}{(p+t^2)^{3/2}}\,dt=\frac1p\int_0^1f(u)\,du .$$

For the Boys function, $f(u)=u^{2m}e^{-Tu^2}$ satisfies both conditions on $f$.

Continuity makes $\frac1p\int_0^{u(t)}f$ an antiderivative of the left-hand integrand at every $t$; this is `hd` in the proof. At a jump of $f$ that derivative would fail to exist, and the argument would need a different form of the substitution rule.

Nonnegativity gives convergence. An antiderivative with a finite limit and a nonnegative derivative has an integrable derivative, so `hn` and `hl` yield integrability and the value together. A continuous $f$ that changes sign is bounded on $[0,1]$ and obeys the same formula; its integrability can be obtained from that bound.

```lean
/-- The substitution `u = t / √(p + t²)` turns an integral over the half-line with weight
`(p + t²)^(-3/2)` into `1/p` times an integral over `[0,1]`. -/
theorem integral_comp_rysVar {p : ℝ} (hp : 0 < p) {f : ℝ → ℝ} (hf : Continuous f)
    (h0 : ∀ u, 0 ≤ f u) :
    IntegrableOn (fun t => (p + t ^ 2) ^ (-3 / 2 : ℝ) * f (rysVar p t)) (Ioi 0) ∧
    ∫ t in Ioi (0 : ℝ), (p + t ^ 2) ^ (-3 / 2 : ℝ) * f (rysVar p t)
      = (∫ u in (0 : ℝ)..1, f u) / p := by
  -- an antiderivative in `t`
  have hd : ∀ t ∈ Ici (0 : ℝ), HasDerivAt (fun t => (∫ u in (0 : ℝ)..rysVar p t, f u) / p)
      ((p + t ^ 2) ^ (-3 / 2 : ℝ) * f (rysVar p t)) t := by
    intro t _
    have h := ((hf.integral_hasStrictDerivAt 0 (rysVar p t)).hasDerivAt.comp t
      (hasDerivAt_rysVar hp t)).div_const p
    refine h.congr_deriv ?_
    rw [div_eq_iff hp.ne']
    ring
  have hn : ∀ t ∈ Ioi (0 : ℝ), 0 ≤ (p + t ^ 2) ^ (-3 / 2 : ℝ) * f (rysVar p t) :=
    fun t _ => mul_nonneg (by positivity) (h0 _)
  have hl : Tendsto (fun t => (∫ u in (0 : ℝ)..rysVar p t, f u) / p) atTop
      (𝓝 ((∫ u in (0 : ℝ)..1, f u) / p)) :=
    ((hf.integral_hasStrictDerivAt 0 1).hasDerivAt.continuousAt.tendsto.comp
      (tendsto_rysVar hp)).div_const p
  refine ⟨integrableOn_Ioi_deriv_of_nonneg' hd hn hl, ?_⟩
  rw [integral_Ioi_of_hasDerivAt_of_nonneg' hd hn hl]
  simp [rysVar]
```

## Any real separation

No condition is placed on $R$, which enters only through $R^2$. Since $u^2=t^2/(p+t^2)$, the exponent $-pR^2t^2/(p+t^2)$ is $-Tu^2$ with $T=pR^2$. The next theorem treats every order $m$ and every real $T$, negative values included, because $e^{-Tu^2}$ is bounded on $[0,1]$ in either case.

```lean
/-- Half-line representation of the Boys function of every order `m`, with an integrable
integrand. -/
theorem boys_halfLine {p : ℝ} (hp : 0 < p) (m : ℕ) (T : ℝ) :
    IntegrableOn (fun t => (p + t ^ 2) ^ (-3 / 2 : ℝ) *
      ((t ^ 2 / (p + t ^ 2)) ^ m * Real.exp (-T * (t ^ 2 / (p + t ^ 2))))) (Ioi 0) ∧
    ∫ t in Ioi (0 : ℝ), (p + t ^ 2) ^ (-3 / 2 : ℝ) *
      ((t ^ 2 / (p + t ^ 2)) ^ m * Real.exp (-T * (t ^ 2 / (p + t ^ 2)))) = boys m T / p := by
  have hu : ∀ t, rysVar p t ^ 2 = t ^ 2 / (p + t ^ 2) := fun t => by
    rw [rysVar, div_pow, Real.sq_sqrt (by positivity)]
  have h := integral_comp_rysVar hp (f := fun u => (u ^ 2) ^ m * Real.exp (-T * u ^ 2))
    (by fun_prop) (fun u => by positivity)
  simp only [hu] at h
  simp only [boys, pow_mul]
  exact h
```

Setting $m=0$ and $T=pR^2$ gives the integral displayed at the start. At $R=0$ it equals $1/p$.

```lean
/-- The integral over `t > 0` of `(p + t²)^(-3/2) exp(-p R² t² / (p + t²))` is
`F_0(p R²) / p`. -/
theorem integral_eq_boys_zero {p : ℝ} (hp : 0 < p) (R : ℝ) :
    ∫ t in Ioi (0 : ℝ), (p + t ^ 2) ^ (-3 / 2 : ℝ) *
      Real.exp (-p * R ^ 2 * t ^ 2 / (p + t ^ 2)) = boys 0 (p * R ^ 2) / p := by
  rw [← (boys_halfLine hp 0 (p * R ^ 2)).2]
  refine setIntegral_congr_fun measurableSet_Ioi fun t _ => ?_
  have h : -p * R ^ 2 * t ^ 2 / (p + t ^ 2) = -(p * R ^ 2) * (t ^ 2 / (p + t ^ 2)) := by ring
  simp only [h, pow_zero, one_mul]
```

## No positive lower bound on the kernel exponent

The Gaussians that build the Coulomb kernel have exponent $t^2$, which may be zero. Their overlap with the cloud is still finite, because $p>0$ alone makes $p+t^2$ positive. On a line, with centres $a$ and $c$, completing the square gives

$$p(x-a)^2+t^2(x-c)^2=(p+t^2)(x-w)^2+\frac{pt^2}{p+t^2}(a-c)^2,\qquad w=\frac{pa+t^2c}{p+t^2}.$$

Shifting $x$ by $w$ leaves a centred Gaussian integral, equal to $\sqrt{\pi/(p+t^2)}$. The proof follows the same order: `h` is the completed square and `h2` the shift. If $p$ were zero, the overlap at $t=0$ would be the integral of 1 over the whole line.

```lean
/-- The overlap on a line of a Gaussian of exponent `p` at `a` and one of exponent `t²`
at `c`. -/
theorem gaussian_overlap_line {p : ℝ} (hp : 0 < p) (t a c : ℝ) :
    ∫ x : ℝ, Real.exp (-p * (x - a) ^ 2) * Real.exp (-t ^ 2 * (x - c) ^ 2)
      = √π / √(p + t ^ 2) * Real.exp (-(p * (a - c) ^ 2) * (t ^ 2 / (p + t ^ 2))) := by
  have hq : p + t ^ 2 ≠ 0 := by positivity
  -- complete the square
  have h : ∀ x : ℝ, Real.exp (-p * (x - a) ^ 2) * Real.exp (-t ^ 2 * (x - c) ^ 2)
      = Real.exp (-(p * (a - c) ^ 2) * (t ^ 2 / (p + t ^ 2))) *
        Real.exp (-(p + t ^ 2) * (x - (p * a + t ^ 2 * c) / (p + t ^ 2)) ^ 2) := by
    intro x
    rw [← Real.exp_add, ← Real.exp_add]
    congr 1
    field_simp
    ring
  have h2 : ∫ x : ℝ, Real.exp (-(p + t ^ 2) * (x - (p * a + t ^ 2 * c) / (p + t ^ 2)) ^ 2)
      = ∫ x : ℝ, Real.exp (-(p + t ^ 2) * x ^ 2) :=
    integral_sub_right_eq_self (fun x : ℝ => Real.exp (-(p + t ^ 2) * x ^ 2)) _
  rw [integral_congr_ae (ae_of_all _ h), integral_const_mul, h2, integral_gaussian,
    Real.sqrt_div Real.pi_pos.le, mul_comm]
```

In space the integrand is a product over coordinates, so the three line integrals multiply:

$$\int e^{-p|r-P|^2}e^{-t^2|r-C|^2}\,d^3r=\frac{\pi^{3/2}}{(p+t^2)^{3/2}}\,e^{-p|P-C|^2t^2/(p+t^2)} .$$

```lean
/-- The overlap in space of a Gaussian of exponent `p` at `P` and one of exponent `t²`
at `C`. -/
theorem gaussian_overlap_space {p : ℝ} (hp : 0 < p) (P C : Fin 3 → ℝ) (t : ℝ) :
    ∫ r, gaussPair p P C r t = √π ^ 3 * ((p + t ^ 2) ^ (-3 / 2 : ℝ) *
      Real.exp (-(p * distSq P C) * (t ^ 2 / (p + t ^ 2)))) := by
  have h : ∀ r, gaussPair p P C r t = ∏ i, (Real.exp (-p * (r i - P i) ^ 2) *
      Real.exp (-t ^ 2 * (r i - C i) ^ 2)) := fun r => by
    simp only [gaussPair, distSq, Finset.prod_mul_distrib, ← Real.exp_sum, Finset.mul_sum]
  have h2 := integral_fintype_prod_volume_eq_prod (fun (i : Fin 3) (x : ℝ) =>
    Real.exp (-p * (x - P i) ^ 2) * Real.exp (-t ^ 2 * (x - C i) ^ 2))
  have h3 : ∑ i, -(p * (P i - C i) ^ 2) * (t ^ 2 / (p + t ^ 2))
      = -(p * distSq P C) * (t ^ 2 / (p + t ^ 2)) := by
    simp only [distSq, Fin.sum_univ_three]
    ring
  rw [integral_congr_ae (ae_of_all _ h), h2]
  simp only [gaussian_overlap_line hp]
  rw [Finset.prod_mul_distrib, ← Real.exp_sum, h3, Finset.prod_const, Finset.card_univ,
    Fintype.card_fin, rpow_neg_three_halves (by positivity), div_pow]
  ring
```

## A finite total that permits exchanging the integrals

For $r\neq C$ the Coulomb kernel is

$$\frac1{|r-C|}=\frac2{\sqrt\pi}\int_0^\infty e^{-t^2|r-C|^2}\,dt .$$

Insert this, integrate over $r$ first, and apply the half-line formula:

$$\int\frac{e^{-p|r-P|^2}}{|r-C|}\,d^3r=\frac{2}{\sqrt\pi}\,\pi^{3/2}\,\frac{F_0(p|P-C|^2)}{p}=\frac{2\pi}{p}F_0(p|P-C|^2).$$

Fubini's theorem permits the exchange of the $r$ and $t$ integrals when the joint integrand is integrable. Physically, this condition says that the cloud has a finite interaction with the point charge. For a general integrand without this property, the two orders of integration can give different values. Here it is derived, not assumed: the integrand is positive, its integral over $r$ is the overlap just found, and `boys_halfLine` shows that this overlap is integrable in $t$.

In the proof, `hk` is the kernel formula and `hi` the joint integrability. Lean gives the value 0 both to a divergent integral and to a division by zero. Hence `hk` holds even at the single point $r=C$, and a positive overlap shows that the integrand is integrable in $r$ at each $t$.

```lean
/-- The Coulomb attraction integral of a Gaussian of exponent `p` at `P` with a unit point
charge at `C` is `(2π/p) F_0(p |P - C|²)`. -/
theorem nuclear_attraction {p : ℝ} (hp : 0 < p) (P C : Fin 3 → ℝ) :
    ∫ r, Real.exp (-p * distSq r P) / √(distSq r C)
      = 2 * π / p * boys 0 (p * distSq P C) := by
  have hb := boys_halfLine hp 0 (p * distSq P C)
  simp only [pow_zero, one_mul] at hb
  have hpi : √π ≠ 0 := (Real.sqrt_pos.2 Real.pi_pos).ne'
  -- the Coulomb kernel as an integral of Gaussians over `t`
  have hk : ∀ r, Real.exp (-p * distSq r P) / √(distSq r C)
      = 2 / √π * ∫ t in Ioi (0 : ℝ), gaussPair p P C r t := by
    intro r
    have e : ∀ t : ℝ, gaussPair p P C r t
        = Real.exp (-p * distSq r P) * Real.exp (-distSq r C * t ^ 2) := fun t => by
      rw [gaussPair, show -t ^ 2 * distSq r C = -distSq r C * t ^ 2 by ring]
    simp only [e]
    rw [integral_const_mul, integral_gaussian_Ioi, Real.sqrt_div Real.pi_pos.le]
    calc Real.exp (-p * distSq r P) / √(distSq r C)
        = (√π / √π) * (Real.exp (-p * distSq r P) / √(distSq r C)) := by
          rw [div_self hpi, one_mul]
      _ = _ := by ring
  -- joint integrability in `r` and `t` permits the exchange of integrals
  have hn : ∀ r t, ‖gaussPair p P C r t‖ = gaussPair p P C r t := fun r t =>
    Real.norm_of_nonneg (by unfold gaussPair; positivity)
  have hc : Continuous (Function.uncurry (gaussPair p P C)) := by
    unfold Function.uncurry gaussPair distSq
    fun_prop
  have hi : Integrable (Function.uncurry (gaussPair p P C))
      ((volume : Measure (Fin 3 → ℝ)).prod (volume.restrict (Ioi (0 : ℝ)))) := by
    refine (integrable_prod_iff' hc.aestronglyMeasurable).2 ⟨ae_of_all _ fun t => ?_, ?_⟩
    · by_contra hcon
      have h0 : ∫ r, gaussPair p P C r t = 0 := integral_undef hcon
      rw [gaussian_overlap_space hp] at h0
      exact absurd h0 (ne_of_gt (by positivity))
    · simp only [Function.uncurry_apply_pair, hn, gaussian_overlap_space hp]
      exact hb.1.const_mul _
  rw [integral_congr_ae (ae_of_all _ hk), integral_const_mul, integral_integral_swap hi]
  simp only [gaussian_overlap_space hp]
  rw [integral_const_mul, hb.2]
  have hsq : √π ^ 2 = π := Real.sq_sqrt Real.pi_pos.le
  calc 2 / √π * (√π ^ 3 * (boys 0 (p * distSq P C) / p))
      = (√π / √π) * (2 * √π ^ 2 / p * boys 0 (p * distSq P C)) := by ring
    _ = _ := by rw [div_self hpi, one_mul, hsq]
```

The theorem covers one spherical Gaussian and one unit point charge, without the sign of the attraction. Gaussians with angular factors and nuclei of finite size are not treated.

## A nucleus anywhere, including the centre

The points $P$ and $C$ are arbitrary and may coincide. Then $T=0$, $F_0(0)=1$, and the integral is $2\pi/p$, or $2\sqrt{p/\pi}$ for a cloud of unit charge. The singularity of $1/|r-C|$ does no harm, since the volume element supplies a factor $|r-C|^2$.

```lean
/-- For a point charge at the centre of the Gaussian the attraction integral is `2π/p`. -/
theorem nuclear_attraction_center {p : ℝ} (hp : 0 < p) (P : Fin 3 → ℝ) :
    ∫ r, Real.exp (-p * distSq r P) / √(distSq r P) = 2 * π / p := by
  rw [nuclear_attraction hp]
  simp [distSq, boys]

end

end BoysNuclearAttraction
```

```lean
#print axioms BoysNuclearAttraction.integral_eq_boys_zero
#print axioms BoysNuclearAttraction.nuclear_attraction
#print axioms BoysNuclearAttraction.nuclear_attraction_center
```

```
'BoysNuclearAttraction.integral_eq_boys_zero' depends on axioms: [propext, Classical.choice, Quot.sound]
'BoysNuclearAttraction.nuclear_attraction' depends on axioms: [propext, Classical.choice, Quot.sound]
'BoysNuclearAttraction.nuclear_attraction_center' depends on axioms: [propext, Classical.choice, Quot.sound]
```

## The formula inside an integral program

In a program, a spherical cloud of this kind arises as the product of two s-type primitives with exponents $a,b$ and centres $A,B$. The product is again a Gaussian, with

$$p=a+b,\qquad P=\frac{aA+bB}{a+b},\qquad K=e^{-ab|A-B|^2/(a+b)} .$$

For each nucleus of charge $Z$ at $C$, the code computes $T=p|P-C|^2$ and adds $-Z\,K\,(2\pi/p)\,F_0(T)$ in atomic units, multiplied by the contraction coefficients and normalisation factors.

For $T>0$ one has $F_0(T)=\tfrac12\sqrt{\pi/T}\,\operatorname{erf}(\sqrt T)$. This expression is undefined at $T=0$, so a routine based on it must treat that point separately, for example by using the series $1-T/3+T^2/10-\cdots$ near zero. Primitives with angular momentum bring in $F_m$ with $m>0$. Rys quadrature evaluates the corresponding integrals of polynomials in $u^2$ against $e^{-Tu^2}$ on $[0,1]$ by a Gauss rule with that weight.
